# The three-point kinetic energy of a plane wave lies at or below $k^2/2$ and converges to it as the grid is refined

On a uniform grid with spacing $h>0$, in units $\hbar=m=1$, the plane wave $e^{ikhj}$ is an eigenfunction of the three-point kinetic operator, with energy
$$E_h(k)=\frac{1-\cos(kh)}{h^2},\qquad \frac{k^2}{2}-\frac{k^4h^2}{24}\le E_h(k)\le\frac{k^2}{2}.$$
Here $k$ is any real wave number and the integer $j$ labels the grid point $x_j=jh$. At fixed $k$, $E_h(k)\to k^2/2$ as $h\to0^+$. For a free particle on an infinite uniform grid, this gives the kinetic-energy error of the simplest real-space discretisation.

## The grid, the operator and the energy

In Lean 4 with Mathlib:

```lean
import Mathlib

open Filter Topology

namespace GridDispersion

noncomputable section
```

These lines load the mathematical library Mathlib and the notation for limits.

```lean
/-- The plane wave `exp(i k h j)` of wave number `k` sampled at the grid points `x_j = j h`. -/
def planeWave (k h : ℝ) (j : ℤ) : ℂ :=
  Complex.exp (Complex.I * k * h * j)
```

The wave function is a map from the integers to the complex numbers, here $\psi_j=e^{ikhj}$. The types `ℝ`, `ℤ` and `ℂ` say which quantities are real, integer and complex.

```lean
/-- The three-point kinetic energy operator (`ħ = m = 1`) on a grid of spacing `h`:
`-(ψ_{j+1} - 2 ψ_j + ψ_{j-1}) / (2 h²)`. -/
def kinetic (h : ℝ) (ψ : ℤ → ℂ) (j : ℤ) : ℂ :=
  -(ψ (j + 1) - 2 * ψ j + ψ (j - 1)) / (2 * (h : ℂ) ^ 2)
```

This is $(T\psi)_j=-(\psi_{j+1}-2\psi_j+\psi_{j-1})/(2h^2)$, the three-point central-difference approximation to $-\tfrac12\psi''$. The grid has no ends, so there are no boundary conditions.

```lean
/-- The grid dispersion relation `E_h(k) = (1 - cos(k h)) / h²`. -/
def gridEnergy (h k : ℝ) : ℝ :=
  (1 - Real.cos (k * h)) / h ^ 2
```

This only names the formula for $E_h(k)$. That it is the energy of the plane wave is proved below.

## Taylor bounds on the cosine

```lean
/-- A function differentiable on all of `ℝ` that vanishes at `0` and has nonnegative derivative on the half-line `x ≥ 0`
is nonnegative there. -/
theorem nonneg_of_deriv_nonneg (f f' : ℝ → ℝ) (h0 : f 0 = 0)
    (hd : ∀ x, HasDerivAt f (f' x) x) (hp : ∀ x, 0 ≤ x → 0 ≤ f' x) {x : ℝ} (hx : 0 ≤ x) :
    0 ≤ f x := by
  rcases hx.eq_or_lt with h | h
  · subst h
    exact h0.ge
  · -- mean value theorem on [0, x]
    obtain ⟨c, hc, hs⟩ := exists_hasDerivAt_eq_slope f f' h
      (fun y _ => (hd y).continuousAt.continuousWithinAt) (fun y _ => hd y)
    have h1 := hp c hc.1.le
    rw [hs, h0, sub_zero, sub_zero] at h1
    by_contra hn
    have h2 := div_neg_of_neg_of_pos (not_le.mp hn) h
    linarith
```

The hypothesis `hd` says that `f'` is the derivative of `f`. If $x=0$, then $f(x)=0$. If $x>0$, the mean value theorem gives $c\in(0,x)$ with $f(x)/x=f'(c)\ge0$, so $f(x)\ge0$.

```lean
/-- The fourth-order Taylor polynomial bounds the cosine from above for every real argument. -/
theorem cos_le_quartic (x : ℝ) : Real.cos x ≤ 1 - x ^ 2 / 2 + x ^ 4 / 24 := by
  -- integrate cos y ≥ 1 - y²/2 once
  have d1 : ∀ y : ℝ, HasDerivAt (fun y : ℝ => Real.sin y - (y - y ^ 3 / 6))
      (Real.cos y - (1 - y ^ 2 / 2)) y := by
    intro y
    have h := (Real.hasDerivAt_sin y).fun_sub
      ((hasDerivAt_id' y).fun_sub ((hasDerivAt_pow 3 y).div_const 6))
    exact h.congr_deriv (by ring)
  have p1 : ∀ y : ℝ, 0 ≤ y → 0 ≤ Real.cos y - (1 - y ^ 2 / 2) :=
    fun y _ => sub_nonneg.mpr Real.one_sub_sq_div_two_le_cos
  have hsin : ∀ y : ℝ, 0 ≤ y → 0 ≤ Real.sin y - (y - y ^ 3 / 6) := fun y hy =>
    nonneg_of_deriv_nonneg (fun y : ℝ => Real.sin y - (y - y ^ 3 / 6))
      (fun y => Real.cos y - (1 - y ^ 2 / 2)) (by simp) d1 p1 hy
  -- and a second time
  have d2 : ∀ y : ℝ, HasDerivAt (fun y : ℝ => (1 - y ^ 2 / 2 + y ^ 4 / 24) - Real.cos y)
      (Real.sin y - (y - y ^ 3 / 6)) y := by
    intro y
    have h := (((hasDerivAt_const y (1 : ℝ)).fun_sub
      ((hasDerivAt_pow 2 y).div_const 2)).fun_add
      ((hasDerivAt_pow 4 y).div_const 24)).fun_sub (Real.hasDerivAt_cos y)
    exact h.congr_deriv (by ring)
  have hcos : ∀ y : ℝ, 0 ≤ y → 0 ≤ (1 - y ^ 2 / 2 + y ^ 4 / 24) - Real.cos y := fun y hy =>
    nonneg_of_deriv_nonneg (fun y : ℝ => (1 - y ^ 2 / 2 + y ^ 4 / 24) - Real.cos y)
      (fun y => Real.sin y - (y - y ^ 3 / 6)) (by simp) d2 hsin hy
  -- both sides are even
  rcases le_total 0 x with hx | hx
  · linarith [hcos x hx]
  · have h := hcos (-x) (by linarith)
    rw [Real.cos_neg] at h
    nlinarith [h]
```

Start from $\cos y\ge1-y^2/2$, which Mathlib supplies, and take $y\ge0$. The function $\sin y-(y-y^3/6)$ vanishes at $0$ and has derivative $\cos y-(1-y^2/2)\ge0$, so it is nonnegative. It is in turn the derivative of
$$1-\frac{y^2}{2}+\frac{y^4}{24}-\cos y,$$
which also vanishes at $0$ and is therefore nonnegative. Both sides of the bound are even, which covers negative arguments. In the code, `d1` and `d2` are the two derivatives, while `hsin` and `hcos` are the resulting inequalities.

```lean
/-- The sixth-order Taylor polynomial bounds the cosine from below for every real argument. -/
theorem sextic_le_cos (x : ℝ) :
    1 - x ^ 2 / 2 + x ^ 4 / 24 - x ^ 6 / 720 ≤ Real.cos x := by
  have d1 : ∀ y : ℝ, HasDerivAt (fun y : ℝ => (y - y ^ 3 / 6 + y ^ 5 / 120) - Real.sin y)
      ((1 - y ^ 2 / 2 + y ^ 4 / 24) - Real.cos y) y := by
    intro y
    have h := (((hasDerivAt_id' y).fun_sub ((hasDerivAt_pow 3 y).div_const 6)).fun_add
      ((hasDerivAt_pow 5 y).div_const 120)).fun_sub (Real.hasDerivAt_sin y)
    exact h.congr_deriv (by ring)
  have p1 : ∀ y : ℝ, 0 ≤ y → 0 ≤ (1 - y ^ 2 / 2 + y ^ 4 / 24) - Real.cos y :=
    fun y _ => sub_nonneg.mpr (cos_le_quartic y)
  have hsin : ∀ y : ℝ, 0 ≤ y → 0 ≤ (y - y ^ 3 / 6 + y ^ 5 / 120) - Real.sin y := fun y hy =>
    nonneg_of_deriv_nonneg (fun y : ℝ => (y - y ^ 3 / 6 + y ^ 5 / 120) - Real.sin y)
      (fun y => (1 - y ^ 2 / 2 + y ^ 4 / 24) - Real.cos y) (by simp) d1 p1 hy
  have d2 : ∀ y : ℝ, HasDerivAt
      (fun y : ℝ => Real.cos y - (1 - y ^ 2 / 2 + y ^ 4 / 24 - y ^ 6 / 720))
      ((y - y ^ 3 / 6 + y ^ 5 / 120) - Real.sin y) y := by
    intro y
    have h := (Real.hasDerivAt_cos y).fun_sub
      ((((hasDerivAt_const y (1 : ℝ)).fun_sub ((hasDerivAt_pow 2 y).div_const 2)).fun_add
        ((hasDerivAt_pow 4 y).div_const 24)).fun_sub ((hasDerivAt_pow 6 y).div_const 720))
    exact h.congr_deriv (by ring)
  have hcos : ∀ y : ℝ, 0 ≤ y →
      0 ≤ Real.cos y - (1 - y ^ 2 / 2 + y ^ 4 / 24 - y ^ 6 / 720) := fun y hy =>
    nonneg_of_deriv_nonneg
      (fun y : ℝ => Real.cos y - (1 - y ^ 2 / 2 + y ^ 4 / 24 - y ^ 6 / 720))
      (fun y => (y - y ^ 3 / 6 + y ^ 5 / 120) - Real.sin y) (by simp) d2 hsin hy
  rcases le_total 0 x with hx | hx
  · linarith [hcos x hx]
  · have h := hcos (-x) (by linarith)
    rw [Real.cos_neg] at h
    nlinarith [h]
```

Two more rounds give the next bound. For $y\ge0$, the quartic bound makes the derivative of $y-y^3/6+y^5/120-\sin y$ nonnegative, so this function is nonnegative. It is the derivative of $\cos y-(1-y^2/2+y^4/24-y^6/720)$, which is then nonnegative too. Evenness again covers all real arguments.

## The plane wave as an eigenfunction

```lean
/-- Advancing and retarding the phase of an exponential by `θ` and adding gives `2 cos θ`
times the exponential. -/
theorem exp_neighbours (φ : ℂ) (θ : ℝ) :
    Complex.exp (φ + θ * Complex.I) + Complex.exp (φ - θ * Complex.I)
      = 2 * (Real.cos θ : ℂ) * Complex.exp φ := by
  have h2 : φ - θ * Complex.I = φ + (-(θ : ℂ)) * Complex.I := by ring
  rw [h2, Complex.exp_add, Complex.exp_add, Complex.ofReal_cos, Complex.two_cos]
  ring
```

For complex $\varphi$ and real $\theta$, factor out $e^{\varphi}$:
$$e^{\varphi+i\theta}+e^{\varphi-i\theta}=e^{\varphi}(e^{i\theta}+e^{-i\theta})=2\cos\theta\,e^{\varphi}.$$

```lean
/-- For `h > 0` the three-point kinetic operator multiplies the plane wave by `E` at every grid
point exactly when `E h² = 1 - cos(k h)`. -/
theorem kinetic_planeWave_iff {h : ℝ} (hh : 0 < h) (k : ℝ) (E : ℂ) :
    (∀ j, kinetic h (planeWave k h) j = E * planeWave k h j) ↔
      E * (h : ℂ) ^ 2 = 1 - (Real.cos (k * h) : ℂ) := by
  have hc : (h : ℂ) ≠ 0 := Complex.ofReal_ne_zero.mpr hh.ne'
  have h2 : 2 * (h : ℂ) ^ 2 ≠ 0 := mul_ne_zero two_ne_zero (pow_ne_zero 2 hc)
  -- the two neighbours add up to 2 cos(kh) times the central value
  have nb : ∀ j : ℤ, planeWave k h (j + 1) + planeWave k h (j - 1)
      = 2 * (Real.cos (k * h) : ℂ) * planeWave k h j := by
    intro j
    have e1 : Complex.I * k * h * ((j + 1 : ℤ) : ℂ)
        = Complex.I * k * h * j + ((k * h : ℝ) : ℂ) * Complex.I := by
      push_cast
      ring
    have e2 : Complex.I * k * h * ((j - 1 : ℤ) : ℂ)
        = Complex.I * k * h * j - ((k * h : ℝ) : ℂ) * Complex.I := by
      push_cast
      ring
    unfold planeWave
    rw [e1, e2]
    exact exp_neighbours _ _
  have key : ∀ j : ℤ, kinetic h (planeWave k h) j * (h : ℂ) ^ 2
      = (1 - (Real.cos (k * h) : ℂ)) * planeWave k h j := by
    intro j
    unfold kinetic
    rw [div_mul_eq_mul_div, div_eq_iff h2]
    linear_combination (-(h : ℂ) ^ 2) * nb j
  constructor
  · intro H
    have h1 := key 0
    have h0 : planeWave k h 0 = 1 := by simp [planeWave]
    rw [H 0, h0] at h1
    linear_combination h1
  · intro H j
    apply mul_right_cancel₀ (pow_ne_zero 2 hc)
    rw [key j]
    linear_combination (-(planeWave k h j)) * H
```

The symbol `↔` means "exactly when". With $\varphi=ikhj$ and $\theta=kh$, the preceding identity gives $\psi_{j+1}+\psi_{j-1}=2\cos(kh)\,\psi_j$, called `nb` in the code. Hence
$$h^2(T\psi)_j=-\tfrac12\bigl(2\cos(kh)-2\bigr)\psi_j=\bigl(1-\cos(kh)\bigr)\psi_j,$$
which is `key`. If $T\psi=E\psi$, evaluating at $j=0$, where $\psi_0=1$, gives $Eh^2=1-\cos(kh)$. Conversely, multiply that equation by $\psi_j$, compare with `key`, and cancel $h^2\neq0$. Since $E$ may be any complex number, this also fixes the eigenvalue uniquely.

## Bounds and the continuum limit

```lean
/-- For `h > 0` and all real `k`, `k²/2 - k⁴h²/24 ≤ E_h(k) ≤ k²/2`. -/
theorem gridEnergy_bounds {h : ℝ} (hh : 0 < h) (k : ℝ) :
    k ^ 2 / 2 - k ^ 4 * h ^ 2 / 24 ≤ gridEnergy h k ∧ gridEnergy h k ≤ k ^ 2 / 2 := by
  have h2 : 0 < h ^ 2 := by positivity
  unfold gridEnergy
  constructor
  · rw [le_div_iff₀ h2]
    nlinarith [cos_le_quartic (k * h)]
  · rw [div_le_iff₀ h2]
    have h3 : 1 - (k * h) ^ 2 / 2 ≤ Real.cos (k * h) := Real.one_sub_sq_div_two_le_cos
    nlinarith [h3]
```

Put $x=kh$ in the cosine bounds:
$$\frac{k^2h^2}{2}-\frac{k^4h^4}{24}\le1-\cos(kh)\le\frac{k^2h^2}{2}.$$
Division by $h^2>0$ gives the claim. The code clears the denominator instead, and `nlinarith` completes the algebra.

```lean
/-- For `h > 0` and all real `k`, `E_h(k) ≤ k²/2 - k⁴h²/24 + k⁶h⁴/720`. -/
theorem gridEnergy_le_sixth {h : ℝ} (hh : 0 < h) (k : ℝ) :
    gridEnergy h k ≤ k ^ 2 / 2 - k ^ 4 * h ^ 2 / 24 + k ^ 6 * h ^ 4 / 720 := by
  have h2 : 0 < h ^ 2 := by positivity
  unfold gridEnergy
  rw [div_le_iff₀ h2]
  nlinarith [sextic_le_cos (k * h)]
```

The sextic bound, treated the same way, gives another upper estimate, which is sharper than $k^2/2$ when $0<|kh|<\sqrt{30}$.

```lean
/-- At fixed wave number `E_h(k)` tends to `k²/2` as the spacing tends to zero from above. -/
theorem gridEnergy_tendsto (k : ℝ) :
    Tendsto (fun h => gridEnergy h k) (𝓝[>] 0) (𝓝 (k ^ 2 / 2)) := by
  have hc : Continuous (fun h : ℝ => k ^ 2 / 2 - k ^ 4 * h ^ 2 / 24) := by fun_prop
  have hl : Tendsto (fun h : ℝ => k ^ 2 / 2 - k ^ 4 * h ^ 2 / 24) (𝓝[>] 0)
      (𝓝 (k ^ 2 / 2)) :=
    tendsto_nhdsWithin_of_tendsto_nhds (hc.tendsto' 0 (k ^ 2 / 2) (by simp))
  -- squeeze between the two bounds
  refine tendsto_of_tendsto_of_tendsto_of_le_of_le' hl tendsto_const_nhds ?_ ?_
  · filter_upwards [self_mem_nhdsWithin] with h hh
    exact (gridEnergy_bounds hh k).1
  · filter_upwards [self_mem_nhdsWithin] with h hh
    exact (gridEnergy_bounds hh k).2
```

`Tendsto` states a limit, and `𝓝[>] 0` means that $h$ approaches zero through positive values. The lower bound tends to $k^2/2$ and the upper bound equals it, so $E_h(k)$ is squeezed to the same value.

```lean
/-- Main result. For `h > 0` the three-point kinetic operator multiplies `exp(i k h j)` by
`E_h(k)`, with `k²/2 - k⁴h²/24 ≤ E_h(k) ≤ k²/2`, and `E_h(k) → k²/2` as `h → 0⁺`. -/
theorem plane_wave_dispersion (k : ℝ) :
    (∀ h : ℝ, 0 < h →
      (∀ j, kinetic h (planeWave k h) j = (gridEnergy h k : ℂ) * planeWave k h j) ∧
      k ^ 2 / 2 - k ^ 4 * h ^ 2 / 24 ≤ gridEnergy h k ∧ gridEnergy h k ≤ k ^ 2 / 2) ∧
    Tendsto (fun h => gridEnergy h k) (𝓝[>] 0) (𝓝 (k ^ 2 / 2)) := by
  refine ⟨fun h hh => ⟨?_, gridEnergy_bounds hh k⟩, gridEnergy_tendsto k⟩
  have hr : gridEnergy h k * h ^ 2 = 1 - Real.cos (k * h) :=
    (eq_div_iff (pow_ne_zero 2 hh.ne')).mp rfl
  refine (kinetic_planeWave_iff hh k _).mpr ?_
  exact_mod_cast hr
```

This theorem collects the eigenvalue equation, the bounds and the limit. The eigenvalue equation follows from the equivalence above, because $E_h(k)h^2=1-\cos(kh)$. The limit is taken at fixed $k$, and no potential is present.

For a numerical instance, take $h=1$ and $k=\pi/3$. Then $\cos(kh)=\tfrac12$ and $E_h(k)=0.5$. The upper bound is $\pi^2/18\approx0.5483$, and the lower bound is about $0.5483-0.0501=0.4982$.

```lean
/-- The energy deficit `k²/2 - E_h(k)` divided by `h²` tends to `k⁴/24` as `h → 0⁺`. -/
theorem gridEnergy_leading_error (k : ℝ) :
    Tendsto (fun h => (k ^ 2 / 2 - gridEnergy h k) / h ^ 2) (𝓝[>] 0) (𝓝 (k ^ 4 / 24)) := by
  have hc : Continuous (fun h : ℝ => k ^ 4 / 24 - k ^ 6 * h ^ 2 / 720) := by fun_prop
  have hl : Tendsto (fun h : ℝ => k ^ 4 / 24 - k ^ 6 * h ^ 2 / 720) (𝓝[>] 0)
      (𝓝 (k ^ 4 / 24)) :=
    tendsto_nhdsWithin_of_tendsto_nhds (hc.tendsto' 0 (k ^ 4 / 24) (by simp))
  refine tendsto_of_tendsto_of_tendsto_of_le_of_le' hl tendsto_const_nhds ?_ ?_
  · filter_upwards [self_mem_nhdsWithin] with h hh
    have hp : 0 < h := hh
    have h2 : 0 < h ^ 2 := by positivity
    refine (le_div_iff₀ h2).mpr ?_
    nlinarith [gridEnergy_le_sixth hp k]
  · filter_upwards [self_mem_nhdsWithin] with h hh
    have hp : 0 < h := hh
    have h2 : 0 < h ^ 2 := by positivity
    refine (div_le_iff₀ h2).mpr ?_
    nlinarith [(gridEnergy_bounds hp k).1]
```

Subtract the energy bounds from $k^2/2$ and divide by $h^2$:
$$\frac{k^4}{24}-\frac{k^6h^2}{720}\le\frac{k^2/2-E_h(k)}{h^2}\le\frac{k^4}{24}.$$
Squeezing gives the limit $k^4/24$, the exact coefficient of the leading error.

In a calculation, this helps to choose the spacing. For $k\ne0$ the relative error is at most $k^2h^2/12$, so 19 points per wavelength, or $kh=2\pi/19\approx0.331$, keep it below one per cent. In code, the operator is a matrix with $1/h^2$ on the diagonal and $-1/(2h^2)$ between neighbours. With periodic ends and $N\ge3$ points, its eigenvalues are $E_h(k)$ at $k=2\pi n/(Nh)$, $n=0,\dots,N-1$, which offers a check on the sign and prefactor.

## Cubic grids in any finite dimension

```lean
variable {ι : Type*} [Fintype ι] [DecidableEq ι]

/-- One grid step along the Cartesian axis `a`. -/
def unitStep (a : ι) : ι → ℤ :=
  fun b => if b = a then 1 else 0
```

The finite type `ι` labels the Cartesian axes. `unitStep a` is the integer vector $e_a$, with $1$ along axis $a$ and $0$ elsewhere.

```lean
/-- The plane wave `exp(i h k · j)` of wave vector `k` on a cubic grid with axes `ι`. -/
def planeWaveD (k : ι → ℝ) (h : ℝ) (j : ι → ℤ) : ℂ :=
  Complex.exp (Complex.I * h * ∑ b, (k b : ℂ) * (j b : ℂ))
```

Now $k$ and $j$ are vectors, and the wave is $\psi_j=e^{ihk\cdot j}$ with $k\cdot j=\sum_b k_bj_b$.

```lean
/-- The kinetic operator on a cubic grid of spacing `h`: the sum of the three-point stencils
along all axes. -/
def kineticD (h : ℝ) (ψ : (ι → ℤ) → ℂ) (j : ι → ℤ) : ℂ :=
  ∑ a, -(ψ (j + unitStep a) - 2 * ψ j + ψ (j - unitStep a)) / (2 * (h : ℂ) ^ 2)
```

The kinetic operator adds one three-point stencil per axis, all with the same spacing $h$.

```lean
/-- On a cubic grid of any finite dimension with `h > 0`, the kinetic operator multiplies the
plane wave by `∑ₐ E_h(kₐ)`, which lies between `∑ₐ kₐ²/2 - h² ∑ₐ kₐ⁴/24` and `∑ₐ kₐ²/2`. -/
theorem plane_wave_dispersion_cubic {h : ℝ} (hh : 0 < h) (k : ι → ℝ) :
    (∀ j, kineticD h (planeWaveD k h) j
        = ((∑ a, gridEnergy h (k a) : ℝ) : ℂ) * planeWaveD k h j) ∧
      (∑ a, k a ^ 2) / 2 - (∑ a, k a ^ 4) * h ^ 2 / 24 ≤ ∑ a, gridEnergy h (k a) ∧
      ∑ a, gridEnergy h (k a) ≤ (∑ a, k a ^ 2) / 2 := by
  have hc : (h : ℂ) ≠ 0 := Complex.ofReal_ne_zero.mpr hh.ne'
  have h2 : 2 * (h : ℂ) ^ 2 ≠ 0 := mul_ne_zero two_ne_zero (pow_ne_zero 2 hc)
  refine ⟨?_, ?_, ?_⟩
  · intro j
    -- a step along axis a changes k · j by kₐ
    have hs : ∀ a, ∑ b, (k b : ℂ) * ((unitStep a b : ℤ) : ℂ) = k a := by
      intro a
      rw [Finset.sum_eq_single a]
      · simp [unitStep]
      · intro b _ hb
        simp [unitStep, hb]
      · simp
    have nb : ∀ a, planeWaveD k h (j + unitStep a) + planeWaveD k h (j - unitStep a)
        = 2 * (Real.cos (k a * h) : ℂ) * planeWaveD k h j := by
      intro a
      have s1 : ∑ b, (k b : ℂ) * (((j + unitStep a) b : ℤ) : ℂ)
          = (∑ b, (k b : ℂ) * (j b : ℂ)) + k a := by
        simp only [Pi.add_apply, Int.cast_add, mul_add, Finset.sum_add_distrib, hs]
      have s2 : ∑ b, (k b : ℂ) * (((j - unitStep a) b : ℤ) : ℂ)
          = (∑ b, (k b : ℂ) * (j b : ℂ)) - k a := by
        simp only [Pi.sub_apply, Int.cast_sub, mul_sub, Finset.sum_sub_distrib, hs]
      have e1 : ∀ S : ℂ, Complex.I * h * (S + k a)
          = Complex.I * h * S + ((k a * h : ℝ) : ℂ) * Complex.I := by
        intro S
        push_cast
        ring
      have e2 : ∀ S : ℂ, Complex.I * h * (S - k a)
          = Complex.I * h * S - ((k a * h : ℝ) : ℂ) * Complex.I := by
        intro S
        push_cast
        ring
      unfold planeWaveD
      rw [s1, s2, e1, e2]
      exact exp_neighbours _ _
    unfold kineticD
    rw [Complex.ofReal_sum, Finset.sum_mul]
    refine Finset.sum_congr rfl fun a _ => ?_
    -- each axis contributes its one-dimensional energy
    have hr : gridEnergy h (k a) * h ^ 2 = 1 - Real.cos (k a * h) :=
      (eq_div_iff (pow_ne_zero 2 hh.ne')).mp rfl
    have hE : (gridEnergy h (k a) : ℂ) * (h : ℂ) ^ 2 = 1 - (Real.cos (k a * h) : ℂ) := by
      exact_mod_cast hr
    rw [div_eq_iff h2]
    linear_combination (-1 : ℂ) * nb a - 2 * planeWaveD k h j * hE
  · have e : (∑ a, k a ^ 2) / 2 - (∑ a, k a ^ 4) * h ^ 2 / 24
        = ∑ a, (k a ^ 2 / 2 - k a ^ 4 * h ^ 2 / 24) := by
      simp only [Finset.sum_sub_distrib, Finset.sum_div, Finset.sum_mul]
    rw [e]
    exact Finset.sum_le_sum fun a _ => (gridEnergy_bounds hh (k a)).1
  · rw [Finset.sum_div]
    exact Finset.sum_le_sum fun a _ => (gridEnergy_bounds hh (k a)).2

end

end GridDispersion
```

A step $\pm e_a$ changes $k\cdot j$ by $\pm k_a$, so
$$\psi_{j+e_a}+\psi_{j-e_a}=2\cos(k_ah)\,\psi_j.$$
Axis $a$ therefore contributes $E_h(k_a)\psi_j$, and the total energy is $\sum_aE_h(k_a)$. Adding the one-dimensional bounds gives
$$\frac12\sum_ak_a^2-\frac{h^2}{24}\sum_ak_a^4\le\sum_aE_h(k_a)\le\frac12\sum_ak_a^2.$$
In the code, `hs` computes $k\cdot e_a=k_a$, `nb` is the neighbour identity, and `Finset.sum_le_sum` adds the inequalities.

```lean
#print axioms GridDispersion.kinetic_planeWave_iff
#print axioms GridDispersion.plane_wave_dispersion
#print axioms GridDispersion.gridEnergy_leading_error
#print axioms GridDispersion.plane_wave_dispersion_cubic
```

```
'GridDispersion.kinetic_planeWave_iff' depends on axioms: [propext, Classical.choice, Quot.sound]
'GridDispersion.plane_wave_dispersion' depends on axioms: [propext, Classical.choice, Quot.sound]
'GridDispersion.gridEnergy_leading_error' depends on axioms: [propext, Classical.choice, Quot.sound]
'GridDispersion.plane_wave_dispersion_cubic' depends on axioms: [propext, Classical.choice, Quot.sound]
```
